# For a classical chain with a bounded interaction of finite range, the lowest energy of an N-site ring exceeds the energy of N successive windows of any chain by at most a constant independent of N

The lemma `cut_and_close` concerns a classical chain whose sites each carry one of finitely many species, with a local energy `f` that depends on `R + 1` consecutive sites and satisfies `|f| ≤ M`. It states that for `N ≥ 1` the lowest energy of an `N`-site ring is at most the sum of `f` over the first `N` windows of any infinite chain `t`, plus `2RM`. The proof closes the first `N` sites of `t` into a ring, whose energy is no lower than the minimum, and compares ring and chain window by window. Only windows that reach over the cut can change; there are at most `R` of them, and each adds at most `2M`.

This version doesn't compile in Lean 4 with Mathlib:

```lean
import Mathlib

open Finset Filter Topology

namespace CutAndClose

noncomputable section

variable {S : Type*} {R : ℕ}

/-- Energy of a configuration `s` of an `N`-site ring: the local energy `f` of `R + 1`
consecutive sites, summed over the `N` starting sites, with site labels read modulo `N`. -/
def ringEnergy (f : (Fin (R + 1) → S) → ℝ) (N : ℕ) (s : ZMod N → S) : ℝ :=
  ∑ i ∈ range N, f (fun k => s ((i + (k : ℕ) : ℕ) : ZMod N))

/-- The lowest energy `P(N)` of an `N`-site ring, for `N ≥ 1` and finitely many species (at least
one). -/
def minEnergy (f : (Fin (R + 1) → S) → ℝ) (N : ℕ) : ℝ :=
  ⨅ s : ZMod N → S, ringEnergy f N s

/-- With finitely many species (at least one), a ring of `N ≥ 1` sites has a configuration
of energy `P(N)`, and no configuration lies lower. -/
theorem exists_groundState [Finite S] [Nonempty S] (f : (Fin (R + 1) → S) → ℝ)
    {N : ℕ} (hN : 0 < N) :
    ∃ s, ringEnergy f N s = minEnergy f N ∧ ∀ t, minEnergy f N ≤ ringEnergy f N t := by
  have : NeZero N := ⟨hN.ne'⟩
  obtain ⟨s, hs⟩ := exists_eq_ciInf_of_finite (f := ringEnergy f N)
  exact ⟨s, hs, fun t => ciInf_le (Set.finite_range _).bddBelow t⟩

/-- If `|f| ≤ M` and `N ≥ 1`, the lowest energy `P(N)` of an `N`-site ring exceeds the sum of `f`
over the first `N` windows of any chain `t` by at most `2RM`. -/
theorem cut_and_close [Finite S] [Nonempty S] {f : (Fin (R + 1) → S) → ℝ} {M : ℝ}
    (hM : ∀ w, |f w| ≤ M) {N : ℕ} (hN : 0 < N) (t : ℕ → S) :
    minEnergy f N ≤ ∑ j ∈ range N, f (fun k => t (j + (k : ℕ))) + 2 * R * M := by
  obtain ⟨_, _, hmin⟩ := exists_groundState f hN
  have hM0 : 0 ≤ M := (abs_nonneg _).trans (hM fun _ => t 0)
  -- only windows that reach over the cut can change
  have hterm : ∀ j ∈ range N,
      f (fun k : Fin (R + 1) => t ((j + (k : ℕ) : ℕ) : ZMod N).val) ≤
        f (fun k => t (j + (k : ℕ))) + if N ≤ j + R then 2 * M else 0 := by
    intro j _
    split_ifs with h
    · have h1 := (abs_le.mp (hM fun k => t ((j + (k : ℕ) : ℕ) : ZMod N).val)).2
      have h2 := (abs_le.mp (hM fun k => t (j + (k : ℕ)))).1
      linarith
    · have he : (fun k : Fin (R + 1) => t ((j + (k : ℕ) : ℕ) : ZMod N).val) =
          fun k => t (j + (k : ℕ)) := by
        funext k
        have hk : j + (k : ℕ) < N := by
          have := k.isLt
          omega
        rw [ZMod.val_natCast, Nat.mod_eq_of_lt hk]
      linarith [congrArg f he]
  -- there are at most `R` such windows
  have hcount : ∑ j ∈ range N, (if N ≤ j + R then 2 * M else 0) ≤ 2 * R * M := by
    rw [← Finset.sum_filter, Finset.sum_const, nsmul_eq_mul]
    have hc : ((range N).filter (fun j => N ≤ j + R)).card ≤ R := by
      have h1 : (range N).filter (fun j => N ≤ j + R) ⊆ Finset.Ico (N - R) N := by
        intro j hj
        simp only [Finset.mem_filter, Finset.mem_range, Finset.mem_Ico] at hj ⊢
        omega
      have h2 := Finset.card_le_card h1
      rw [Nat.card_Ico] at h2
      omega
    have hc' : (((range N).filter (fun j => N ≤ j + R)).card : ℝ) ≤ R := by
      exact_mod_cast hc
    nlinarith [mul_le_mul_of_nonneg_right hc' (by linarith : 0 ≤ 2 * M)]
  have h1 := hmin fun x => t x.val
  have h2 : ringEnergy f N (fun x => t x.val) ≤ _ := Finset.sum_le_sum hterm
  rw [Finset.sum_add_distrib] at h2
  linarith

end

end CutAndClose
```

The compiler's answer:

```
Main.lean:47:10: error: Type mismatch
  fun k => t (j + k)
has type
  ℕ → S
but is expected to have type
  Fin (R + 1) → S
```

The error lies in the statement of `he`, which says that a window short of the cut reads the same on the ring as on the chain. The left-hand function declares `k : Fin (R + 1)`, but the right-hand one, `fun k => t (j + (k : ℕ))`, gives its variable no type. Lean elaborates the two sides of `=` without first imposing the type of one on the other. With the type of `k` still open, `(k : ℕ)` is not read as a coercion from `Fin (R + 1)`; it simply fixes `k` as a natural number. The right-hand side thus becomes a function `ℕ → S`, which cannot equal one of type `Fin (R + 1) → S`, as the message says.

The same expression works as an argument of `f`, because there the expected type supplies `Fin (R + 1)`.

The diff writes `fun k : Fin (R + 1) =>` on the right as well. Now `(k : ℕ)` is a coercion, and both sides have the same type.

Fix (accepted with no message):

```diff
@@ -45,5 +45,5 @@
       linarith
     · have he : (fun k : Fin (R + 1) => t ((j + (k : ℕ) : ℕ) : ZMod N).val) =
-          fun k => t (j + (k : ℕ)) := by
+          fun k : Fin (R + 1) => t (j + (k : ℕ)) := by
         funext k
         have hk : j + (k : ℕ) < N := by
```
